# An emitter coupled to one site of an infinite hopping chain has a bound state above the band for every nonzero coupling

Suppose I describe one excitation shared between an emitter and an infinite chain by an emitter amplitude and an arbitrary sequence of chain amplitudes, and I demand square-summability only of the eigenvectors that I call bound. Is that enough to pin down a bound state? My doubt is about an emitter whose energy lies in the middle of the band. There the chain offers resonant modes, so I would expect a weakly coupled emitter to lose its excitation completely. Does a bound state above the band need a minimum coupling, and how much of it sits on the emitter?

## No threshold, and an explicit emitter share

Your choice is enough, and there is no minimum coupling. The Hamiltonian connects each site only to its two neighbours, and the emitter only to site 0, so it makes sense on any sequence. Square-summability does the selecting: without it, the recursion along the chain can be solved at every energy.

Let \(J>0\) be the hopping, which gives the chain a band from \(-2J\) to \(2J\), let \(\varepsilon\) be the emitter energy and \(g\neq0\) the real coupling to site 0. For every real \(\varepsilon\), exactly one energy \(E>2J\) solves

\[
E-\varepsilon=\frac{g^2}{\sqrt{E^2-4J^2}},
\]

and a bound state exists at that energy. Its share on the emitter is

\[
w=\frac{1}{1+g^2E/(E^2-4J^2)^{3/2}}.
\]

An initially excited emitter overlaps with this state with probability \(w\), and that component does not decay, in this model of a single excitation on a lossless, non-interacting chain. Only the share \(w\) of that component sits on the emitter; the rest is on the chain. For an emitter in the middle of the band, \(\varepsilon=0\), the energy equation turns the weight into \(w=g^4/(g^4+E^4)\), which is less than \(g^4/(16J^4)\), and by symmetry a bound state at \(-E\) has the same weight. At weak coupling your expectation is therefore nearly right: the emitter loses almost all of its excitation, but not all. These remarks on time evolution and weak coupling are made by hand; the Lean file treats the stationary problem above the band.

## The decaying solution and its matching at site 0

Write \(c\) for the emitter amplitude and \(a_n\) for the amplitude at site \(n\). The eigenvalue equations are

\[
\varepsilon c+g a_0=Ec,\qquad
J(a_{n+1}+a_{n-1})+g c\,\delta_{n0}=E a_n .
\]

For \(E>2J\), set \(s=\sqrt{E^2-4J^2}>0\) and \(x=(E-s)/(2J)\). Since \(s^2<E^2\), we have \(s<E\) and \(x>0\). Since \(s^2-(E-2J)^2=4J(E-2J)>0\), we have \(s>E-2J\) and \(x<1\). By definition \(E-2Jx=s\), and squaring this gives

\[
E^2-4JEx+4J^2x^2=E^2-4J^2,
\qquad\text{so}\qquad J(x^2+1)=Ex .
\]

Now try \(c=1\) and \(a_n=A x^{|n|}\). At a site with \(|n|=k+1\), \(k\ge0\), the chain equation holds because

\[
JA(x^{k+2}+x^k)=Ax^k\,J(x^2+1)=EAx^{k+1}.
\]

At site 0 it reads \(2JAx+g=EA\), that is, \(As=g\), so \(A=g/s\). The emitter equation then becomes \(\varepsilon+g^2/s=E\), which is the energy equation.

**Existence and uniqueness of the root.** Consider \(f(E)=(E-\varepsilon)\sqrt{E^2-4J^2}\), which is continuous for \(E\ge2J\). It vanishes at \(\max(2J,\varepsilon)\). At \(E_1=2J+|\varepsilon|+|g|\) we have \(E_1-\varepsilon\ge|g|\), and expanding the square gives \(E_1^2-4J^2\ge g^2\), so \(f(E_1)\ge g^2\). Somewhere in between, \(f(E)=g^2\). This point is not \(2J\), because \(f(2J)=0<g^2\), so we may divide by the square root.

If \(a<b\) were two roots above \(2J\), the left side of the energy equation would be larger at \(b\) and the right side smaller, which is impossible. The absence of a threshold comes from the band edge, where the right side diverges for any \(g\neq0\).

**The weight.** The two halves of the chain give two geometric series:

\[
\sum_{n\in\mathbb Z}x^{2|n|}=\frac{1}{1-x^2}+\frac{x^2}{1-x^2}=\frac{1+x^2}{1-x^2}.
\]

Here \(J(1+x^2)=Ex\) and \(J(1-x^2)=Ex-2Jx^2=sx\), so the sum is \(E/s\). The chain part therefore has norm squared \((g/s)^2E/s=g^2E/s^3\), against 1 for the emitter, and this gives \(w\). After normalisation the emitter amplitude is \(\sqrt w\) and the chain amplitudes are \(\sqrt w\,g x^{|n|}/s\).

## States, energies and weights in Lean

A state `ψ : ℂ × (ℤ → ℂ)` holds \(c\) as `ψ.1` and \(a_n\) as `ψ.2 n`. The function `hamiltonian` is the left side of the two eigenvalue equations. `IsBoundState` requires a nonzero state, a summable \(|a_n|^2\) and the eigenvalue equation with real energy `E`. `emitterWeight` divides \(|c|^2\) by the total norm squared.

The names `bandRoot J E` and `decay J E` stand for \(s\) and \(x\), and `boundState g J E` is the unnormalised vector with \(c=1\). Its definition contains the profile \(g x^{|n|}/s\), with `n.natAbs` for \(|n|\).

The final theorem, `bound_state_above_band`, says that for every real `eps`, with `0 < J` and `g ≠ 0`, there is an energy above \(2J\) that solves the energy equation. Every solution above \(2J\) equals it, the decay factor lies strictly between 0 and 1, `boundState` is a bound state there, and its emitter weight is \(w\). The condition on `g` says that the emitter and the chain do exchange the excitation. With \(g=0\) and \(\varepsilon\le2J\), the equation has no root above \(2J\).

The uniqueness concerns the root of the energy equation. The theorem does not say that every bound state above the band is a multiple of this one, and it makes no statement about energies below the band. The band enters only through the inequality \(E>2J\); the spectrum of the chain is not derived.

The conventions are zero on-site energy in the chain and hopping with a plus sign, so that all chain amplitudes of this state have the same sign. The model has one excitation, one emitter coupled at a single site, and neither loss nor disorder.

```lean
import Mathlib

namespace EmitterChainBoundState

noncomputable section

/-- The Hamiltonian of an emitter of energy `eps` coupled with strength `g` to site 0 of an
infinite chain with hopping `J`; a state is the emitter amplitude and the chain amplitudes. -/
def hamiltonian (eps g J : ℝ) (ψ : ℂ × (ℤ → ℂ)) : ℂ × (ℤ → ℂ) :=
  (eps * ψ.1 + g * ψ.2 0,
    fun n => J * (ψ.2 (n + 1) + ψ.2 (n - 1)) + if n = 0 then g * ψ.1 else 0)

/-- A bound state of energy `E`: a nonzero, square-summable eigenvector of the Hamiltonian. -/
def IsBoundState (eps g J E : ℝ) (ψ : ℂ × (ℤ → ℂ)) : Prop :=
  ψ ≠ 0 ∧ Summable (fun n => ‖ψ.2 n‖ ^ 2) ∧ hamiltonian eps g J ψ = (E : ℂ) • ψ

/-- The share of the emitter in the total norm squared of a nonzero square-summable state. -/
def emitterWeight (ψ : ℂ × (ℤ → ℂ)) : ℝ :=
  ‖ψ.1‖ ^ 2 / (‖ψ.1‖ ^ 2 + ∑' n, ‖ψ.2 n‖ ^ 2)

/-- The square root `√(E² - 4J²)`, for energies with `E² ≥ 4J²`. -/
def bandRoot (J E : ℝ) : ℝ := Real.sqrt (E ^ 2 - 4 * J ^ 2)

/-- The factor `x = (E - √(E² - 4J²)) / (2J)` per site, for `J > 0` and `E > 2J`. -/
def decay (J E : ℝ) : ℝ := (E - bandRoot J E) / (2 * J)

/-- The state with emitter amplitude 1 and chain amplitudes `g x^|n| / √(E² - 4J²)`,
for `J > 0` and `E > 2J`. -/
def boundState (g J E : ℝ) : ℂ × (ℤ → ℂ) :=
  (1, fun n => ((g / bandRoot J E * decay J E ^ n.natAbs : ℝ) : ℂ))

/-- For `J > 0` and `E > 2J` the root `√(E² - 4J²)` is positive and squares to `E² - 4J²`. -/
theorem bandRoot_spec {J E : ℝ} (hJ : 0 < J) (hE : 2 * J < E) :
    0 < bandRoot J E ∧ bandRoot J E ^ 2 = E ^ 2 - 4 * J ^ 2 := by
  have h : 0 < E ^ 2 - 4 * J ^ 2 := by nlinarith
  exact ⟨Real.sqrt_pos.2 h, Real.sq_sqrt h.le⟩

/-- For `J > 0` and `E > 2J` the factor `x` lies strictly between 0 and 1, solves the chain
equation `J(x² + 1) = E x`, and satisfies `E - 2Jx = √(E² - 4J²)`. -/
theorem decay_spec {J E : ℝ} (hJ : 0 < J) (hE : 2 * J < E) :
    0 < decay J E ∧ decay J E < 1 ∧ J * (decay J E ^ 2 + 1) = E * decay J E ∧
      E - 2 * J * decay J E = bandRoot J E := by
  obtain ⟨hs, hsq⟩ := bandRoot_spec hJ hE
  have h : 2 * J * decay J E = E - bandRoot J E := by
    unfold decay
    exact mul_div_cancel₀ _ (by positivity)
  have hlt : bandRoot J E < E :=
    lt_of_pow_lt_pow_left₀ 2 (by linarith) (by nlinarith)
  have hgt : E - 2 * J < bandRoot J E :=
    lt_of_pow_lt_pow_left₀ 2 hs.le (by nlinarith)
  refine ⟨div_pos (by linarith) (by linarith), ?_, ?_, by linarith⟩
  · exact (div_lt_one (by linarith)).2 (by linarith)
  · have h4 : 4 * J ≠ 0 := by positivity
    apply mul_left_cancel₀ h4
    linear_combination (2 * J * decay J E + E - bandRoot J E - 2 * E) * h + hsq

/-- For `J > 0` and `g ≠ 0` the equation `E - eps = g² / √(E² - 4J²)` has exactly one root
above the band, `E > 2J`. -/
theorem existsUnique_energy (eps : ℝ) {g J : ℝ} (hJ : 0 < J) (hg : g ≠ 0) :
    ∃! E, 2 * J < E ∧ E - eps = g ^ 2 / bandRoot J E := by
  have hg2 : 0 < g ^ 2 := by positivity
  have hband : bandRoot J (2 * J) = 0 := by
    unfold bandRoot
    rw [show (2 * J) ^ 2 - 4 * J ^ 2 = 0 by ring, Real.sqrt_zero]
  -- the left side increases with the energy and the right side decreases
  have hmono : ∀ a b, 2 * J < a → a - eps = g ^ 2 / bandRoot J a →
      b - eps = g ^ 2 / bandRoot J b → ¬ a < b := by
    intro a b ha hea heb hab
    obtain ⟨hsa, hqa⟩ := bandRoot_spec hJ ha
    obtain ⟨hsb, hqb⟩ := bandRoot_spec hJ (ha.trans hab)
    have hlt : bandRoot J a < bandRoot J b :=
      lt_of_pow_lt_pow_left₀ 2 hsb.le (by nlinarith)
    have := div_lt_div_of_pos_left hg2 hsa hlt
    linarith
  have hcont : Continuous fun E => (E - eps) * bandRoot J E := by
    unfold bandRoot
    fun_prop
  -- the product (E - eps) √(E² - 4J²) runs from 0 to at least g²
  have hab : max (2 * J) eps ≤ 2 * J + |eps| + |g| :=
    max_le (by linarith [abs_nonneg eps, abs_nonneg g])
      (by linarith [le_abs_self eps, abs_nonneg g])
  have hlow : (max (2 * J) eps - eps) * bandRoot J (max (2 * J) eps) = 0 := by
    rcases le_total (2 * J) eps with h | h
    · rw [max_eq_right h, sub_self, zero_mul]
    · rw [max_eq_left h, hband, mul_zero]
  have hhigh : g ^ 2 ≤ (2 * J + |eps| + |g| - eps) * bandRoot J (2 * J + |eps| + |g|) := by
    have h1 : |g| ≤ 2 * J + |eps| + |g| - eps := by linarith [le_abs_self eps]
    have h2 : |g| ≤ bandRoot J (2 * J + |eps| + |g|) := by
      apply Real.le_sqrt_of_sq_le
      have e1 := mul_nonneg hJ.le (abs_nonneg eps)
      have e2 := mul_nonneg hJ.le (abs_nonneg g)
      have e3 := mul_nonneg (abs_nonneg eps) (abs_nonneg g)
      nlinarith [sq_nonneg |eps|]
    calc g ^ 2 = |g| * |g| := by rw [← sq, sq_abs]
      _ ≤ _ := mul_le_mul h1 h2 (abs_nonneg g) ((abs_nonneg g).trans h1)
  obtain ⟨E, hmem, hE⟩ := intermediate_value_Icc hab hcont.continuousOn
    (show g ^ 2 ∈ Set.Icc _ _ from ⟨hlow.le.trans hg2.le, hhigh⟩)
  have hE' : (E - eps) * bandRoot J E = g ^ 2 := hE
  have hgt : 2 * J < E := by
    refine lt_of_le_of_ne ((le_max_left _ _).trans hmem.1) ?_
    intro h
    rw [← h, hband, mul_zero] at hE'
    exact hg2.ne hE'
  have hroot : E - eps = g ^ 2 / bandRoot J E :=
    (eq_div_iff (bandRoot_spec hJ hgt).1.ne').2 hE'
  refine ⟨E, ⟨hgt, hroot⟩, ?_⟩
  rintro F ⟨hF, hF'⟩
  exact le_antisymm (not_lt.1 (hmono E F hgt hroot hF')) (not_lt.1 (hmono F E hF hF' hroot))

/-- For `J > 0` and `E > 2J` the chain part of `boundState` has norm squared
`g² E / (E² - 4J²)^(3/2)`. -/
theorem hasSum_chain (g : ℝ) {J E : ℝ} (hJ : 0 < J) (hE : 2 * J < E) :
    HasSum (fun n => ‖(boundState g J E).2 n‖ ^ 2) (g ^ 2 * E / bandRoot J E ^ 3) := by
  obtain ⟨h0, h1, h2, h3⟩ := decay_spec hJ hE
  have hs := (bandRoot_spec hJ hE).1
  have hx : decay J E ^ 2 < 1 := by nlinarith
  have hgeo := hasSum_geometric_of_lt_one (sq_nonneg (decay J E)) hx
  -- one geometric series for each half of the chain
  have key : HasSum (fun n : ℤ => (decay J E ^ 2) ^ n.natAbs)
      ((1 - decay J E ^ 2)⁻¹ + decay J E ^ 2 * (1 - decay J E ^ 2)⁻¹) := by
    refine HasSum.of_nat_of_neg_add_one ?_ ?_
    · simpa only [Int.natAbs_natCast] using hgeo
    · have e : (fun n : ℕ => (decay J E ^ 2) ^ (-((n : ℤ) + 1)).natAbs) =
          fun n => decay J E ^ 2 * (decay J E ^ 2) ^ n := by
        funext n
        rw [show (-((n : ℤ) + 1)).natAbs = n + 1 by omega, pow_succ']
      have h := hgeo.mul_left (decay J E ^ 2)
      rw [← e] at h
      exact h
  have hr : (1 - decay J E ^ 2)⁻¹ + decay J E ^ 2 * (1 - decay J E ^ 2)⁻¹ =
      E / bandRoot J E := by
    have hne : 1 - decay J E ^ 2 ≠ 0 := by linarith
    rw [show (1 - decay J E ^ 2)⁻¹ + decay J E ^ 2 * (1 - decay J E ^ 2)⁻¹ =
      (1 + decay J E ^ 2) / (1 - decay J E ^ 2) by ring, div_eq_div_iff hne hs.ne']
    apply mul_left_cancel₀ hJ.ne'
    rw [← h3]
    linear_combination (E - 2 * J * decay J E) * h2 - E * h2
  rw [hr] at key
  have hf : (fun n => ‖(boundState g J E).2 n‖ ^ 2) =
      fun n : ℤ => (g / bandRoot J E) ^ 2 * (decay J E ^ 2) ^ n.natAbs := by
    funext n
    simp only [boundState]
    rw [Complex.norm_real, Real.norm_eq_abs, sq_abs]
    ring
  have hv : g ^ 2 * E / bandRoot J E ^ 3 = (g / bandRoot J E) ^ 2 * (E / bandRoot J E) := by
    ring
  rw [hf, hv]
  exact key.mul_left _

/-- For `J > 0`, an energy `E > 2J` with `E - eps = g² / √(E² - 4J²)` is the energy of the
bound state `boundState`. -/
theorem isBoundState_boundState {eps g J E : ℝ} (hJ : 0 < J) (hE : 2 * J < E)
    (h : E - eps = g ^ 2 / bandRoot J E) : IsBoundState eps g J E (boundState g J E) := by
  obtain ⟨-, -, h2, h3⟩ := decay_spec hJ hE
  have hs := (bandRoot_spec hJ hE).1
  refine ⟨?_, (hasSum_chain g hJ hE).summable, Prod.ext ?_ (funext fun n => ?_)⟩
  · intro h0
    have := congrArg Prod.fst h0
    simp [boundState] at this
  · have hr : eps + g * (g / bandRoot J E) = E := by linear_combination -h
    have hc : (eps : ℂ) + g * (g / bandRoot J E) = E := by exact_mod_cast hr
    simpa [hamiltonian, boundState] using hc
  · have hA : g / bandRoot J E * bandRoot J E = g := div_mul_cancel₀ _ hs.ne'
    simp only [hamiltonian, boundState, Prod.smul_snd, Pi.smul_apply, smul_eq_mul]
    generalize g / bandRoot J E = A at hA ⊢
    have hAc : (A : ℂ) * bandRoot J E = g := by exact_mod_cast hA
    have h2c : (J : ℂ) * ((decay J E : ℂ) ^ 2 + 1) = E * decay J E := by exact_mod_cast h2
    have h3c : (E : ℂ) - 2 * J * decay J E = bandRoot J E := by exact_mod_cast h3
    -- the chain equation left of, at and right of the emitter
    rcases lt_trichotomy n 0 with hn | rfl | hn
    · obtain ⟨k, hk⟩ : ∃ k, n.natAbs = k + 1 := ⟨n.natAbs - 1, by omega⟩
      rw [if_neg hn.ne, hk, show (n + 1).natAbs = k by omega,
        show (n - 1).natAbs = k + 2 by omega]
      push_cast
      linear_combination (A * (decay J E : ℂ) ^ k) * h2c
    · rw [if_pos rfl, show ((0 : ℤ) + 1).natAbs = 1 from rfl,
        show ((0 : ℤ) - 1).natAbs = 1 from rfl, show (0 : ℤ).natAbs = 0 from rfl]
      push_cast
      linear_combination -hAc - (A : ℂ) * h3c
    · obtain ⟨k, hk⟩ : ∃ k, n.natAbs = k + 1 := ⟨n.natAbs - 1, by omega⟩
      rw [if_neg hn.ne', hk, show (n + 1).natAbs = k + 2 by omega,
        show (n - 1).natAbs = k by omega]
      push_cast
      linear_combination (A * (decay J E : ℂ) ^ k) * h2c

/-- For `J > 0` and `g ≠ 0` the equation `E - eps = g² / √(E² - 4J²)` has a unique root
`E > 2J`, and it is the energy of a bound state with chain amplitudes proportional to `x^|n|`,
`0 < x < 1`, and emitter weight `1 / (1 + g² E / (E² - 4J²)^(3/2))`. -/
theorem bound_state_above_band (eps : ℝ) {g J : ℝ} (hJ : 0 < J) (hg : g ≠ 0) :
    ∃ E, 2 * J < E ∧ E - eps = g ^ 2 / bandRoot J E ∧
      (∀ F, 2 * J < F → F - eps = g ^ 2 / bandRoot J F → F = E) ∧
      0 < decay J E ∧ decay J E < 1 ∧
      IsBoundState eps g J E (boundState g J E) ∧
      emitterWeight (boundState g J E) = 1 / (1 + g ^ 2 * E / bandRoot J E ^ 3) := by
  obtain ⟨E, ⟨hE, hroot⟩, huniq⟩ := existsUnique_energy eps hJ hg
  obtain ⟨h0, h1, -, -⟩ := decay_spec hJ hE
  refine ⟨E, hE, hroot, fun F hF hF' => huniq F ⟨hF, hF'⟩, h0, h1,
    isBoundState_boundState hJ hE hroot, ?_⟩
  rw [emitterWeight, (hasSum_chain g hJ hE).tsum_eq]
  simp [boundState]

end

end EmitterChainBoundState
```

```lean
#print axioms EmitterChainBoundState.bound_state_above_band
-- 'EmitterChainBoundState.bound_state_above_band' depends on axioms: [propext, Classical.choice, Quot.sound]
```

## From the square root to the eigenvector

`bandRoot_spec` supplies \(s>0\) and \(s^2=E^2-4J^2\). `decay_spec` collects the four properties of \(x\). Its two bounds on \(s\) come from comparing squares with `lt_of_pow_lt_pow_left₀`, and `linear_combination` derives the quadratic equation from the definition of \(x\) and the value of \(s^2\).

`existsUnique_energy` follows the argument for the root. `hmono` excludes two ordered roots, `hlow` says that \(f\) vanishes at the lower end of the interval, `hhigh` that it is at least \(g^2\) at the upper end, and `intermediate_value_Icc` gives the crossing. The step `hgt` rules out the band edge before the equation is divided by \(s\).

`hasSum_chain` computes the norm of the chain part. `HasSum.of_nat_of_neg_add_one` splits the integers into \(n\ge0\) and the sites \(-(n+1)\) with \(n\ge0\), which produces the two geometric series. The equation `hr` then reduces their sum to \(E/s\).

`isBoundState_boundState` checks the three requirements of a bound state. The state is nonzero because its emitter amplitude is 1, and summability comes from `hasSum_chain`. The emitter equation is the energy equation rearranged. For the chain, `lt_trichotomy` separates the sites left of, at and right of the emitter: the outer cases use \(J(x^2+1)=Ex\), and the middle case uses \(As=g\) with \(E-2Jx=s\).

The final theorem takes the root from `existsUnique_energy`, applies these results at that energy, and inserts the chain norm into `emitterWeight`.
